# For two states with energies Nl and Nc at fixed positive temperature, the thermal mean of dE/dl per particle tends to 1 as N grows, if l < c

The model has two macrostates of `N` particles, with energies `N * l` and `N * c`, each counted once in the Boltzmann sum. The mean force per particle is here the Boltzmann average of the energy's derivative with respect to `l`, divided by `N`. The theorem `tendsto_meanForce_below` states that for fixed `β > 0` and `l < c` this quantity tends to 1 as `N` goes to infinity. The proof uses the formula `1 / (1 + exp (β * N * (l - c)))`, valid for `N ≠ 0`: the exponent goes to minus infinity, so the exponential goes to 0 and the quotient to 1.

The first attempt, which Lean rejects:

```lean
import Mathlib

open Real Filter Topology

namespace TendstoMeanForceBelow

noncomputable section

/-- Energies of the two macrostates of `N` particles: `N l` for the state that feels the
coupling parameter `l`, and `N c` for the state that does not. -/
def energy (c : ℝ) (N : ℕ) (l : ℝ) : Bool → ℝ
  | true => N * l
  | false => N * c

/-- Mean force per particle: the Boltzmann average of the derivative of the energy with respect
to the coupling parameter, divided by the particle number `N`, for `N ≠ 0`. -/
def meanForce (β c : ℝ) (N : ℕ) (l : ℝ) : ℝ :=
  (∑ s, deriv (fun x => energy c N x s) l * exp (-β * energy c N l s)) /
    (∑ s, exp (-β * energy c N l s)) / N

/-- For at least one particle, the mean force per particle is a logistic function of the
coupling parameter, centred at `c`. -/
theorem meanForce_eq (β c l : ℝ) {N : ℕ} (hN : N ≠ 0) :
    meanForce β c N l = 1 / (1 + exp (β * N * (l - c))) := by
  have h : HasDerivAt (fun x : ℝ => (N : ℝ) * x) N l := by
    simpa using (hasDerivAt_id' l).const_mul (N : ℝ)
  have h1 : deriv (fun x => energy c N x true) l = N := h.deriv
  have h2 : deriv (fun x => energy c N x false) l = 0 :=
    (hasDerivAt_const l ((N : ℝ) * c)).deriv
  -- the ratio of the two Boltzmann weights
  have hexp : exp (-β * (N * c)) = exp (-β * (N * l)) * exp (β * N * (l - c)) := by
    rw [← exp_add]
    congr 1
    ring
  have key : ∀ E X n : ℝ, 0 < E → 0 < X → n ≠ 0 →
      (n * E + 0 * (E * X)) / (E + E * X) / n = 1 / (1 + X) := by
    intro E X n hE hX hn
    have hX' : 1 + X ≠ 0 := by positivity
    have hs : E + E * X = E * (1 + X) := by ring
    rw [hs, zero_mul, add_zero]
    field_simp
  simp only [meanForce, Fintype.sum_bool, h1, h2]
  simp only [energy]
  rw [hexp]
  exact key _ _ _ (exp_pos _) (exp_pos _) (Nat.cast_ne_zero.mpr hN)

/-- At positive `β` and below the transition, `l < c`, the mean force per particle tends to one
as the particle number grows. -/
theorem tendsto_meanForce_below {β c l : ℝ} (hβ : 0 < β) (hl : l < c) :
    Tendsto (fun N : ℕ => meanForce β c N l) atTop (𝓝 1) := by
  have h := (tendsto_natCast_atTop_atTop (R := ℝ)).const_mul_atTop_of_neg
    (mul_neg_of_pos_of_neg hβ (sub_neg.mpr hl))
  have h1 : Tendsto (fun N : ℕ => β * N * (l - c)) atTop atBot :=
    h.congr (fun N => by ring)
  have h2 : Tendsto (fun N : ℕ => exp (β * N * (l - c))) atTop (𝓝 0) :=
    tendsto_exp_atBot.comp h1
  have h3 : Tendsto (fun N : ℕ => 1 / (1 + exp (β * N * (l - c)))) atTop (𝓝 1) := by
    have h4 := (tendsto_const_nhds (x := (1 : ℝ))).div
      ((tendsto_const_nhds (x := (1 : ℝ))).add h2) (by norm_num)
    simpa using h4
  refine h3.congr' ?_
  filter_upwards [eventually_ne_atTop 0] with N hN
  exact (meanForce_eq β c l hN).symm

end

end TendstoMeanForceBelow
```

The error:

```
Main.lean:60:4: error: Type mismatch: After simplification, term
  h4
 has type
  Tendsto ((fun x => 1) / fun x => 1 + rexp (β * ↑x * (l - c))) atTop (𝓝 1)
but is expected to have type
  Tendsto (fun N => (1 + rexp (β * ↑N * (l - c)))⁻¹) atTop (𝓝 1)
```

What went wrong. The message says that `h4`, once simplified, still does not match the simplified goal. The limits agree, both being 1, but the functions are written differently. `Tendsto.div` gives a quotient of two functions, `(fun x => 1) / fun x => 1 + …`, and `simp` left it in that form. In the goal the division is between numbers, inside a single function, and there `simp` turned `1 / (1 + …)` into the inverse `(1 + …)⁻¹`. `simpa` could not match the two.

The repair does not simplify the goal, so its `1 / (1 + …)` stays as it is. The limit in `h4` is at first `1 / (1 + 0)`; the new equation `e` says that this is 1, and `rw [e] at h4` puts 1 in its place. Then `exact h4` succeeds, because a quotient of functions is by definition the function that divides their values at each point, and Lean unfolds that definition when it compares `h4` with the goal.

Lean accepts the file once it reads:

```diff
@@ -58,5 +58,7 @@
     have h4 := (tendsto_const_nhds (x := (1 : ℝ))).div
       ((tendsto_const_nhds (x := (1 : ℝ))).add h2) (by norm_num)
-    simpa using h4
+    have e : (1 : ℝ) / (1 + 0) = 1 := by norm_num
+    rw [e] at h4
+    exact h4
   refine h3.congr' ?_
   filter_upwards [eventually_ne_atTop 0] with N hN
```
